# Triplet-triplet annihilation with first-order decay: the steady annihilation rate is quadratic at weak pumping and linear at strong pumping

A molecular film or solution under continuous illumination can build up a population of triplet excitons. A triplet can decay by itself, or it can meet a second triplet and annihilate, and the annihilation can leave an excited singlet that emits delayed or upconverted light. When the light is weak, triplets are dilute and most of them decay alone. When it is strong, encounters become the main loss. The question is how the annihilation rate depends on the pumping rate in the two regimes, and where one gives way to the other.

## The rate law and its steady state

Let $T$ be the triplet density, taken as uniform in space. Triplets are created at a constant rate $G>0$ per unit volume, which stands for absorption followed by triplet formation. The constant $k>0$, an inverse time, collects all decay channels of a single triplet. The constant $g>0$, a volume per time, is defined so that $gT^2$ is the rate at which annihilation removes triplets. The postulated rate law is

$$\frac{dT}{dt}=G-kT-gT^2 .$$

A steady state satisfies $kT+gT^2=G$. We write $T(G)$ for its positive root and $U(G)=g\,T(G)^2$ for the annihilation rate there. The claim is that, for fixed $k,g>0$,

$$\lim_{G\to0^+}\frac{U}{G^2}=\frac{g}{k^2},\qquad \lim_{G\to\infty}\frac{U}{G}=1 .$$

In addition, $U<gG^2/k^2$ and $U<G$ at every $G>0$, and at $G=k^2/g$ the ratio $U/G$ equals $(3-\sqrt5)/2$.

Put $s=\sqrt{k^2+4gG}$, so that $s^2=k^2+4gG$ and, because $gG>0$, $s>k$. Define $T=(s-k)/(2g)$, which is positive. From $2gT+k=s$, squaring gives $4g^2T^2+4gkT+k^2=k^2+4gG$, and division by $4g$ leaves $gT^2+kT=G$. If $t>0$ is another root, subtracting the two equations gives

$$k(t-T)+g(t^2-T^2)=(t-T)\bigl(k+g(t+T)\bigr)=0 .$$

The second factor is positive, so $t=T$.

## The two asymptotes and their crossing

Multiplying $2gT=s-k$ by $s+k$ gives $2gT(k+s)=s^2-k^2=4gG$, hence

$$\frac{T}{G}=\frac{2}{k+s}.$$

This form contains no difference of nearly equal numbers and serves both limits. For weak pumping, $U/G^2=g\,\bigl(2/(k+s)\bigr)^2$. The right side is continuous at $G=0$, where $s=k$, and its value there is $g\,(2/2k)^2=g/k^2$. For strong pumping, the balance gives $U=G-kT$, so $U/G=1-2k/(k+s)$. Since $s\to\infty$ as $G\to\infty$, the second term vanishes and $U/G\to1$.

Both asymptotes are strict upper bounds. From $kT>0$ we get $U=G-kT<G$. From $gT^2>0$ we get $0<kT<G$, so $k^2T^2<G^2$ and $U<gG^2/k^2$.

The curves $gG^2/k^2$ and $G$ take the same value at $G_*=k^2/g$. There $s^2=5k^2$, so $T=k(\sqrt5-1)/(2g)$ and

$$\frac{U}{G_*}=\frac{g\,k^2(\sqrt5-1)^2/(4g^2)}{k^2/g}=\frac{(\sqrt5-1)^2}{4}=\frac{3-\sqrt5}{2}\approx0.382 .$$

At the crossing point of the asymptotes, annihilation therefore still removes fewer than half of the triplets. Within this uniform, single-species model with constant $k$ and $g$, the two limits and the scale $k^2/g$ are reference values for a kinetic simulation of excitons.

## Rate, density and annihilation as real functions

```lean
import Mathlib

open Filter Topology Set

namespace TripletAnnihilation

noncomputable section
```

The opened namespaces supply `Tendsto`, `atTop` and the neighbourhood notation `𝓝` used for limits.

```lean
/-- Net rate of change `dT/dt` of the triplet density `T` under generation `G`,
first-order decay `k T` and annihilation `g T²`. -/
def rate (k g G T : ℝ) : ℝ := G - k * T - g * T ^ 2
```

The function `rate` is the right side of the rate law, with all four quantities plain real numbers in a consistent set of units. Time does not appear. A steady state means a density at which `rate` vanishes, and the theorems say nothing about solutions $T(t)$ or about relaxation towards the steady state. Diffusion, a sensitiser species, saturation of the absorption and higher-order losses are absent from the model.

```lean
/-- The triplet density `T(G) = (√(k² + 4 g G) - k) / (2 g)`. -/
def steady (k g G : ℝ) : ℝ := (√(k ^ 2 + 4 * g * G) - k) / (2 * g)

/-- The annihilation rate `g T(G)²` at the density `T(G)`. -/
def upconv (k g G : ℝ) : ℝ := g * steady k g G ^ 2
```

The definition `steady` is the formula $(s-k)/(2g)$, and `upconv` is $U$. Despite its name, `upconv` counts triplets removed by annihilation. Converting it to emitted photons requires a constant factor for the number of triplets consumed per event (two when an excited singlet is formed), the spin statistics and the fluorescence yield, and that factor is not modelled. The limit $U/G\to1$ thus means that annihilation takes nearly all triplets, and is not a photon yield of one.

## Existence, uniqueness and the rationalised root

```lean
variable {k g G : ℝ}

/-- For positive rate constants and generation, `T(G)` is positive and the net rate
vanishes there. -/
theorem steady_spec (hk : 0 < k) (hg : 0 < g) (hG : 0 < G) :
    0 < steady k g G ∧ rate k g G (steady k g G) = 0 := by
  have hgG : 0 < g * G := mul_pos hg hG
  have hsq : √(k ^ 2 + 4 * g * G) ^ 2 = k ^ 2 + 4 * g * G := Real.sq_sqrt (by positivity)
  have hlt : k < √(k ^ 2 + 4 * g * G) := Real.lt_sqrt_of_sq_lt (by linarith)
  have hpos : 0 < steady k g G := div_pos (by linarith) (by positivity)
  have hT : 2 * g * steady k g G = √(k ^ 2 + 4 * g * G) - k := by
    unfold steady
    exact mul_div_cancel₀ _ (by positivity)
  refine ⟨hpos, ?_⟩
  -- multiply the balance by 4 g and use s² = k² + 4 g G
  have h4 : (4 * g) ≠ 0 := by positivity
  apply mul_left_cancel₀ h4
  unfold rate
  linear_combination
    (-(2 * g * steady k g G + √(k ^ 2 + 4 * g * G) + k)) * hT - hsq
```

The theorem `steady_spec` reads: for $k,g,G>0$, the number $T(G)$ is positive and the net rate vanishes at it. The steps `hsq`, `hlt` and `hT` are $s^2=k^2+4gG$, $k<s$ and $2gT=s-k$. After multiplication of the goal by $4g$, `linear_combination` multiplies `hT` by $-(2gT+s+k)$. Since $(2gT+k+s)(2gT+k-s)=(2gT+k)^2-s^2$, this is the squaring of $2gT+k=s$, and subtracting `hsq` eliminates $s^2$.

```lean
/-- Any positive density at which the net rate vanishes equals `T(G)`. -/
theorem steady_unique (hk : 0 < k) (hg : 0 < g) (hG : 0 < G) {t : ℝ} (ht : 0 < t)
    (h : rate k g G t = 0) : t = steady k g G := by
  obtain ⟨hT, hr⟩ := steady_spec hk hg hG
  unfold rate at h hr
  have hfac : (t - steady k g G) * (k + g * (t + steady k g G)) = 0 := by
    linear_combination hr - h
  have hne : k + g * (t + steady k g G) ≠ 0 := by positivity
  have h0 := (mul_eq_zero.mp hfac).resolve_right hne
  linarith
```

In `steady_unique`, `t` is any positive density with zero net rate. The identity `hfac` is the factorised difference of the two balance equations, and `hne` excludes its second factor by positivity. The hypothesis `ht` separates the physical root from the negative root of the same quadratic.

```lean
/-- The density per unit generation rate is `T/G = 2 / (k + √(k² + 4 g G))`. -/
theorem steady_div (hk : 0 < k) (hg : 0 < g) (hG : 0 < G) :
    steady k g G / G = 2 / (k + √(k ^ 2 + 4 * g * G)) := by
  have hsq : √(k ^ 2 + 4 * g * G) ^ 2 = k ^ 2 + 4 * g * G := Real.sq_sqrt (by positivity)
  have hT : 2 * g * steady k g G = √(k ^ 2 + 4 * g * G) - k := by
    unfold steady
    exact mul_div_cancel₀ _ (by positivity)
  have hd : 0 < k + √(k ^ 2 + 4 * g * G) := by positivity
  rw [div_eq_div_iff hG.ne' hd.ne']
  have h2 : (2 * g) ≠ 0 := by positivity
  apply mul_left_cancel₀ h2
  linear_combination (k + √(k ^ 2 + 4 * g * G)) * hT + hsq
```

The theorem `steady_div` is $T/G=2/(k+s)$. The fractions are cross-multiplied, both sides are multiplied by $2g$, and the last line multiplies `hT` by $k+s$ and adds `hsq`, which is the chain $2gT(k+s)=s^2-k^2=4gG$.

```lean
/-- At every positive generation rate the annihilation rate lies strictly below both
`g G² / k²` and `G`. -/
theorem upconv_lt (hk : 0 < k) (hg : 0 < g) (hG : 0 < G) :
    upconv k g G < g * G ^ 2 / k ^ 2 ∧ upconv k g G < G := by
  obtain ⟨hT, hr⟩ := steady_spec hk hg hG
  unfold rate at hr
  unfold upconv
  have h1 : 0 < k * steady k g G := mul_pos hk hT
  have h2 : 0 < g * steady k g G ^ 2 := by positivity
  refine ⟨?_, by linarith⟩
  rw [lt_div_iff₀ (by positivity)]
  -- k T < G, hence (k T)² < G²
  have h3 : k * steady k g G < G := by linarith
  have h4 : (k * steady k g G) ^ 2 < G ^ 2 := by nlinarith
  have h5 := mul_lt_mul_of_pos_left h4 hg
  linarith [show g * (k * steady k g G) ^ 2 = g * steady k g G ^ 2 * k ^ 2 by ring]
```

The theorem `upconv_lt` gives both bounds at every positive $G$. The linear bound follows from the balance and `h1`, which says $kT>0$. For the quadratic bound, `h3` is $kT<G$, `h4` is its square, and `h5` multiplies by $g$.

## The limits at weak and strong pumping

```lean
/-- Weak pumping: `g T² / G²` tends to `g / k²` as `G` tends to zero from above. -/
theorem upconv_quadratic (hk : 0 < k) (hg : 0 < g) :
    Tendsto (fun G => upconv k g G / G ^ 2) (𝓝[>] 0) (𝓝 (g / k ^ 2)) := by
  have hc : Continuous fun G : ℝ => k + √(k ^ 2 + 4 * g * G) := by fun_prop
  have h0 : Tendsto (fun G : ℝ => k + √(k ^ 2 + 4 * g * G)) (𝓝 0) (𝓝 (k + k)) := by
    have h := hc.tendsto 0
    have e : k + √(k ^ 2 + 4 * g * 0) = k + k := by
      rw [mul_zero, add_zero, Real.sqrt_sq hk.le]
    rwa [e] at h
  have hkk : k + k ≠ 0 := by positivity
  have h1 : Tendsto (fun G : ℝ => g * (2 / (k + √(k ^ 2 + 4 * g * G))) ^ 2) (𝓝 0)
      (𝓝 (g * (2 / (k + k)) ^ 2)) :=
    ((tendsto_const_nhds.div h0 hkk).pow 2).const_mul g
  have e : g * (2 / (k + k)) ^ 2 = g / k ^ 2 := by
    rw [← two_mul k]
    field_simp
  rw [e] at h1
  refine (h1.mono_left nhdsWithin_le_nhds).congr' ?_
  filter_upwards [self_mem_nhdsWithin] with G hG
  rw [← steady_div hk hg hG, div_pow, upconv, mul_div_assoc]
```

The expression `𝓝[>] 0` describes $G$ approaching zero through positive values, and `𝓝 (g / k ^ 2)` names the limit. The point $G=0$ itself is excluded, which matters because Lean assigns the value zero to a quotient by zero and $U/G^2$ would there be $0$ and not $g/k^2$. The proof first treats the rationalised expression, which is well behaved at zero. Continuity `hc` gives `h0`, the limit $k+s\to k+k$. Then `h1` carries this through the quotient, the square and the factor $g$, and `e` simplifies the limit to $g/k^2$. The final `congr'` replaces the rationalised expression by $U/G^2$, the two being equal for $G>0$ by `steady_div`.

```lean
/-- Strong pumping: `g T² / G` tends to one as `G` grows without bound. -/
theorem upconv_linear (hk : 0 < k) (hg : 0 < g) :
    Tendsto (fun G => upconv k g G / G) atTop (𝓝 1) := by
  have h4 : 0 < 4 * g := by positivity
  have h1 : Tendsto (fun G : ℝ => k ^ 2 + 4 * g * G) atTop atTop :=
    tendsto_atTop_add_const_left _ _ (tendsto_id.const_mul_atTop h4)
  have h2 : Tendsto (fun G : ℝ => k + √(k ^ 2 + 4 * g * G)) atTop atTop :=
    tendsto_atTop_add_const_left _ _ (Real.tendsto_sqrt_atTop.comp h1)
  -- T/G tends to zero
  have h3 : Tendsto (fun G : ℝ => 2 / (k + √(k ^ 2 + 4 * g * G))) atTop (𝓝 0) :=
    tendsto_const_nhds.div_atTop h2
  have h5 : Tendsto (fun G : ℝ => 1 - k * (2 / (k + √(k ^ 2 + 4 * g * G)))) atTop
      (𝓝 (1 - k * 0)) := (h3.const_mul k).const_sub 1
  rw [mul_zero, sub_zero] at h5
  refine h5.congr' ?_
  filter_upwards [eventually_gt_atTop 0] with G hG
  -- the balance gives g T² = G - k T
  have hr := (steady_spec hk hg hG).2
  unfold rate at hr
  have hU : upconv k g G = G - k * steady k g G := by
    unfold upconv
    linarith
  rw [← steady_div hk hg hG, hU, sub_div, div_self hG.ne', mul_div_assoc]
```

Here `atTop` expresses $G\to\infty$. The steps `h1` and `h2` send $k^2+4gG$ and then $k+s$ to infinity, `h3` concludes $2/(k+s)\to0$, and `h5` is the limit of $1-2k/(k+s)$. For $G>0$, `hU` is $U=G-kT$, and division by $G$ together with `steady_div` identifies the two functions.

```lean
/-- Quadratic-to-linear crossover: if `T G` is a positive root of `k T + g T² = G` for each
`G > 0`, then `g T²/G² → g/k²` as `G → 0⁺` and `g T²/G → 1` as `G → ∞`. -/
theorem crossover (hk : 0 < k) (hg : 0 < g) (T : ℝ → ℝ)
    (hT : ∀ G, 0 < G → 0 < T G ∧ k * T G + g * T G ^ 2 = G) :
    Tendsto (fun G => g * T G ^ 2 / G ^ 2) (𝓝[>] 0) (𝓝 (g / k ^ 2)) ∧
      Tendsto (fun G => g * T G ^ 2 / G) atTop (𝓝 1) := by
  have key : ∀ G, 0 < G → upconv k g G = g * T G ^ 2 := by
    intro G hG
    have hr : rate k g G (T G) = 0 := by
      unfold rate
      linarith [(hT G hG).2]
    rw [steady_unique hk hg hG (hT G hG).1 hr, upconv]
  constructor
  · refine (upconv_quadratic hk hg).congr' ?_
    filter_upwards [self_mem_nhdsWithin] with G hG
    rw [key G hG]
  · refine (upconv_linear hk hg).congr' ?_
    filter_upwards [eventually_gt_atTop 0] with G hG
    rw [key G hG]
```

The theorem `crossover` states the result without the square root. The function `T` is arbitrary except for `hT`: at each $G>0$ its value is positive and satisfies $kT+gT^2=G$. No continuity is assumed, and values at $G\le0$ are unconstrained because neither limit sees them. By `steady_spec`, the explicit formula satisfies `hT`. In the proof, `key` uses `steady_unique` to show that $gT^2$ agrees with `upconv` at every positive $G$, and both limits transfer. The word crossover refers to these two limiting ratios. The theorem gives no rate of convergence and makes no statement about the local slope $d\ln U/d\ln G$ between the regimes.

## The ratio at the threshold $k^2/g$

The last theorem has two parts: the curves $gG^2/k^2$ and $G$ agree at $G=k^2/g$, and $U/G=(3-\sqrt5)/2$ there. The step `e` evaluates the radicand as $5k^2$, `hs` gives $s=k\sqrt5$, and `hr` cancels $k$ and $g$ to leave $(\sqrt5-1)^2/4$. The closing line expands the square using `h5`, the relation $(\sqrt5)^2=5$.

```lean
/-- At `G = k²/g` the curves `g G²/k²` and `G` take the same value, and the ratio
`g T²/G` equals `(3 - √5)/2`. -/
theorem threshold_yield (hk : 0 < k) (hg : 0 < g) :
    g * (k ^ 2 / g) ^ 2 / k ^ 2 = k ^ 2 / g ∧
      upconv k g (k ^ 2 / g) / (k ^ 2 / g) = (3 - √5) / 2 := by
  refine ⟨by field_simp, ?_⟩
  have h5 : √5 ^ 2 = (5 : ℝ) := Real.sq_sqrt (by norm_num)
  have e : k ^ 2 + 4 * g * (k ^ 2 / g) = k ^ 2 * 5 := by
    have h : g * (k ^ 2 / g) = k ^ 2 := mul_div_cancel₀ _ hg.ne'
    linear_combination 4 * h
  have hs : √(k ^ 2 + 4 * g * (k ^ 2 / g)) = k * √5 := by
    rw [e, Real.sqrt_mul (sq_nonneg k), Real.sqrt_sq hk.le]
  have hr : upconv k g (k ^ 2 / g) / (k ^ 2 / g) = (√5 - 1) ^ 2 / 4 := by
    unfold upconv steady
    rw [hs, show k * √5 - k = k * (√5 - 1) by ring]
    generalize √5 - 1 = a
    field_simp
    all_goals ring
  rw [hr]
  linear_combination (1 / 4) * h5

end

end TripletAnnihilation
```

```lean
#print axioms TripletAnnihilation.upconv_lt
#print axioms TripletAnnihilation.upconv_linear
#print axioms TripletAnnihilation.crossover
#print axioms TripletAnnihilation.threshold_yield
```

```
'TripletAnnihilation.upconv_lt' depends on axioms: [propext, Classical.choice, Quot.sound]
'TripletAnnihilation.upconv_linear' depends on axioms: [propext, Classical.choice, Quot.sound]
'TripletAnnihilation.crossover' depends on axioms: [propext, Classical.choice, Quot.sound]
'TripletAnnihilation.threshold_yield' depends on axioms: [propext, Classical.choice, Quot.sound]
```

## The first-order channel: linear, then square-root

The same formulas describe the competing loss $kT$, to which phosphorescence is proportional in this model; what follows is an ordinary calculation that goes beyond the theorems above. From $T/G=2/(k+s)$ and $s\to k$ we obtain $kT/G\to1$ as $G\to0^+$. Taking the square root of $gT^2/G\to1$ gives $T/\sqrt G\to1/\sqrt g$, so $kT/\sqrt G\to k/\sqrt g$ as $G\to\infty$. The first-order loss grows linearly in $G$ at weak pumping and as $\sqrt G$ at strong pumping, and its asymptotes $G$ and $k\sqrt{G/g}$ meet at the same $G_*=k^2/g$.
